# The dipolar tensor operator of two spins 1/2: $T = 6(\mathbf S\cdot\mathbf n)^2 - 2\mathbf S^2$ for a unit vector $\mathbf n$

## Physical setting

One spin 1/2 has the basis $\uparrow,\downarrow$, numbered 0 and 1. Two spins have the product basis $|ij\rangle$ with $i,j\in\{0,1\}$, the first label belonging to spin 1, and operators are complex $4\times4$ matrices. Cartesian components are numbered $k=0,1,2$ for $x,y,z$, and $\hbar=1$. With the Pauli matrices $\sigma_k$, put

$$\sigma_{1,k}=\sigma_k\otimes 1,\qquad \sigma_{2,k}=1\otimes\sigma_k,\qquad S_k=\tfrac12(\sigma_{1,k}+\sigma_{2,k}).$$

For a real vector $\mathbf n=(n_0,n_1,n_2)$ and vector operators $\mathbf v,\mathbf w$, write $\mathbf v\cdot\mathbf n=\sum_k n_k v_k$, $\mathbf v\cdot\mathbf w=\sum_k v_kw_k$ and $r=\mathbf n\cdot\mathbf n$. Three operators are used throughout:

$$A=(\boldsymbol\sigma_1\cdot\mathbf n)(\boldsymbol\sigma_2\cdot\mathbf n),\qquad B=\boldsymbol\sigma_1\cdot\boldsymbol\sigma_2,\qquad T=3A-B .$$

The swap $P$ acts by $P|ij\rangle=|ji\rangle$. The singlet vector is $s=\uparrow\downarrow-\downarrow\uparrow$, of squared norm 2, and the normalised state is $s/\sqrt2$. A number standing in an operator equation multiplies the identity.

For two point dipoles whose magnetic moments are scalar multiples of their spins 1/2 (isotropic $g$ factors), at a fixed separation along the unit vector $\mathbf n$, the magnetic dipole–dipole energy is a constant times $T$, so the identities below describe the magnetic dipole–dipole contribution to the zero-field splitting of such a pair.

## Statement

If $\mathbf n\cdot\mathbf n=1$, then

$$T=6(\mathbf S\cdot\mathbf n)^2-2\mathbf S^2,\qquad Ts=0,\qquad T^2=6+2B-2T .$$

For any real $\mathbf n$ one has $Ts=3(1-r)s$, so $Ts=0$ holds exactly when $r=1$. For unit $\mathbf n$, moreover, $TB=BT=T$ and $T(T-2)(T+4)=0$. With $Q=(\mathbf S\cdot\mathbf n)^2$ and $P_0=\tfrac12\mathbf S^2-(\mathbf S\cdot\mathbf n)^2$, one has $T=2Q-4P_0$, $Q^2=Q$, $P_0^2=P_0$, $QP_0=0$, $\operatorname{tr}Q=2$ and $\operatorname{tr}P_0=1$.

## Derivation

*Step 1: one spin.* Let $a=n_0+in_1$, $b=n_0-in_1$, $z=n_2$, so that $ab+z^2=n_0^2+n_1^2+n_2^2=r$. Summing $n_k\sigma_k$ gives

$$N=\begin{pmatrix} z&b\\ a&-z\end{pmatrix},\qquad N^2=\begin{pmatrix} z^2+ab&zb-bz\\ az-za&ab+z^2\end{pmatrix}=r .$$

Hence $\boldsymbol\sigma_1\cdot\mathbf n=N\otimes1$, $\boldsymbol\sigma_2\cdot\mathbf n=1\otimes N$, $A=N\otimes N$ and $A^2=N^2\otimes N^2=r^2$.

*Step 2: exchange.* Use $\sigma_1\!\uparrow=i\downarrow$ and $\sigma_1\!\downarrow=-i\uparrow$ for the $y$ matrix, and add the terms $k=0,1,2$ of $B$:

$$B\uparrow\uparrow=\downarrow\downarrow-\downarrow\downarrow+\uparrow\uparrow=\uparrow\uparrow,\qquad B\uparrow\downarrow=\downarrow\uparrow+\downarrow\uparrow-\uparrow\downarrow .$$

The same computation gives $B\downarrow\downarrow=\downarrow\downarrow$ and $B\downarrow\uparrow=2\uparrow\downarrow-\downarrow\uparrow$. On all four basis vectors this is $B=2P-1$, the Dirac exchange identity. Swapping twice gives $P^2=1$, and $Ps=-s$.

*Step 3: $A$ and the swap.* From $N\!\uparrow=z\uparrow+a\downarrow$ and $N\!\downarrow=b\uparrow-z\downarrow$,

$$As=(z\uparrow+a\downarrow)(b\uparrow-z\downarrow)-(b\uparrow-z\downarrow)(z\uparrow+a\downarrow)=-(ab+z^2)(\uparrow\downarrow-\downarrow\uparrow)=-rs,$$

since the $\uparrow\uparrow$ and $\downarrow\downarrow$ terms cancel. The operator $1-P$ sends $\uparrow\uparrow$ and $\downarrow\downarrow$ to zero, $\uparrow\downarrow$ to $s$ and $\downarrow\uparrow$ to $-s$. Therefore $(A+r)(1-P)=0$, which rearranges to $AP=A+r-rP$. For one-spin vectors $u,v$ both $PA$ and $AP$ send $u\otimes v$ to $Nv\otimes Nu$, so $PA=AP$.

*Step 4: total spin.* If a one-spin matrix $M$ satisfies $M^2=\rho$ for a number $\rho$, then $(M\otimes1+1\otimes M)^2=2\rho+2\,M\otimes M$. Taking $M=N$ with $\rho=r$, and then $M=\sigma_k$ with $\rho=1$ summed over $k$,

$$(\mathbf S\cdot\mathbf n)^2=\tfrac14(2r+2A)=\tfrac12(r+A),\qquad \mathbf S^2=\tfrac14(6+2B)=\tfrac12(3+B).$$

*Step 5: the singlet.* Since $Bs=(2P-1)s=-3s$, one gets $Ts=-3rs+3s=3(1-r)s$. The $\uparrow\downarrow$ component of $s$ is 1, so this vanishes exactly when $r=1$. The factor $3(1-r)$ is the same for $s/\sqrt2$.

*Step 6: unit vector.* Set $r=1$. Then $A^2=1$ and

$$AB=2AP-A=A+2-2P=A+1-B,\qquad B^2=4-4P+1=3-2B,$$

with $BA=AB$. The first claim is $6(\mathbf S\cdot\mathbf n)^2-2\mathbf S^2=3+3A-3-B=T$. The third is

$$T^2=9A^2-3AB-3BA+B^2=9-6(A+1-B)+3-2B=6-6A+4B=6+2B-2T .$$

*Step 7: consequences.* One has $TB=3(A+1-B)-(3-2B)=3A-B=T$, and likewise $BT=T$. Because $(T-2)(T+4)=T^2+2T-8=2B-2$, it follows that $T(T-2)(T+4)=2TB-2T=0$. Step 4 gives $Q=\tfrac12(1+A)$ and $P_0=\tfrac14(1+B-2A)$, so $2Q-4P_0=3A-B=T$. Further, $Q^2=\tfrac14(2+2A)=Q$, and

$$(1+B-2A)^2=1+(3-2B)+4+2B-4A-4(A+1-B)=4(1+B-2A),$$

$$(1+A)(1+B-2A)=1+B-2A+A+(A+1-B)-2=0,$$

which give $P_0^2=P_0$ and $QP_0=0$. For the traces, $\operatorname{tr}1=4$, $\operatorname{tr}A=(\operatorname{tr}N)^2=0$ and $\operatorname{tr}B=2\operatorname{tr}P-4=0$, so $\operatorname{tr}Q=2$ and $\operatorname{tr}P_0=1$.

*A neighbouring result.* The same multiplication table diagonalises the dimer Hamiltonian $H=JB+DT$ with real constants $J$ and $D$ and unit $\mathbf n$; this extension is worked out here on paper only and was not put through Lean. The relations of step 6 give $BQ=Q$ and $BP_0=P_0$, and the remainder $P_s=1-Q-P_0=\tfrac14(1-B)$ is the singlet projector. Then

$$H=-3J\,P_s+(J+2D)\,Q+(J-4D)\,P_0,$$

and at inverse temperature $\beta$ the partition function is $e^{3\beta J}+2e^{-\beta(J+2D)}+e^{-\beta(J-4D)}$. Since $DT=6D\bigl[(\mathbf S\cdot\mathbf n)^2-\tfrac13\mathbf S^2\bigr]$, the axial zero-field splitting parameter in the usual convention is $6D$, not $D$.

## What the formal version assumes

The type `Op1` holds the $2\times2$ complex matrices and `Op` the matrices indexed by pairs in `Fin 2 × Fin 2`, with `⊗ₖ` the Kronecker product. The definitions `sigma1`, `sigma2` and `spin` are $\boldsymbol\sigma_1$, $\boldsymbol\sigma_2$ and $\mathbf S$ as functions of $k$ in `Fin 3`. The direction is `n : Fin 3 → ℝ`, so its reality is built into the type, and `n ⬝ᵥ n` is $r$, cast to `ℂ` where it multiplies a matrix. The expression `along v n` is $\mathbf v\cdot\mathbf n$ and `vdot v w` is $\mathbf v\cdot\mathbf w$. Thus `axial n` is $A$, `vdot sigma1 sigma2` is $B$, `dipolar n` is $T$, `along spin n ^ 2` is the matrix square $(\mathbf S\cdot\mathbf n)^2$, and `vdot spin spin` is $\mathbf S^2$. The matrices `spinSwap`, `pauliAlong n`, `projQ n` and `projZero n` are $P$, $N$, $Q$ and $P_0$. The vector `singlet` is the unnormalised $s$, with entry $1$ at `(0, 1)` and $-1$ at `(1, 0)`, and `*ᵥ` applies a matrix to a vector.

The theorem `dipolar_tensor` reads: for every real three-vector `n` with `hn : n ⬝ᵥ n = 1`, the three identities of the statement hold. That hypothesis is the only one, and `dipolar_cubic` and `dipolar_decomposition` carry the same one. The theorems `dipolar_mulVec_singlet` and `dipolar_kills_singlet_iff` have none.

The model is two spins 1/2 and one fixed classical vector. The operator $T$ is defined, not derived from magnetostatics, and no distance or coupling constant appears. Spins larger than 1/2, an average of $T$ over a distribution of directions, and the case where $\mathbf n$ is a position operator coupled to orbital angular momentum are not covered. The statements are algebraic: they involve no adjoint or inner product, so $Q$ and $P_0$ are shown to be idempotent with the given traces, and nothing is stated about self-adjointness, multiplicities of eigenvalues, or eigenvectors other than the singlet, for which $Ts=3(1-r)s$.

## The Lean file

```lean
import Mathlib

open Matrix
open Complex (I)
open scoped Kronecker

namespace DipolarTensor

noncomputable section

/-- Operators on one spin 1/2. -/
abbrev Op1 := Matrix (Fin 2) (Fin 2) ℂ

/-- Operators on two spins 1/2. -/
abbrev Op := Matrix (Fin 2 × Fin 2) (Fin 2 × Fin 2) ℂ

/-- The Pauli matrices σx, σy, σz. -/
def pauli : Fin 3 → Op1 := ![!![0, 1; 1, 0], !![0, -I; I, 0], !![1, 0; 0, -1]]

/-- The Pauli vector σ₁ of the first spin. -/
def sigma1 (k : Fin 3) : Op := pauli k ⊗ₖ (1 : Op1)

/-- The Pauli vector σ₂ of the second spin. -/
def sigma2 (k : Fin 3) : Op := (1 : Op1) ⊗ₖ pauli k

/-- The total spin S = (σ₁ + σ₂)/2. -/
def spin (k : Fin 3) : Op := (1 / 2 : ℂ) • (sigma1 k + sigma2 k)

/-- The component v·n of a vector operator along a real vector n. -/
def along (v : Fin 3 → Op) (n : Fin 3 → ℝ) : Op := ∑ k, (n k : ℂ) • v k

/-- The scalar product v·w of two vector operators. -/
def vdot (v w : Fin 3 → Op) : Op := ∑ k, v k * w k

/-- The axial coupling (σ₁·n)(σ₂·n). -/
def axial (n : Fin 3 → ℝ) : Op := along sigma1 n * along sigma2 n

/-- The dipolar tensor operator T = 3 (σ₁·n)(σ₂·n) - σ₁·σ₂. -/
def dipolar (n : Fin 3 → ℝ) : Op := (3 : ℂ) • axial n - vdot sigma1 sigma2

/-- The unnormalised singlet state ↑↓ - ↓↑. -/
def singlet : Fin 2 × Fin 2 → ℂ :=
  fun p => if p = (0, 1) then 1 else if p = (1, 0) then -1 else 0

/-- The operator P that exchanges the two spins. -/
def spinSwap : Op := Matrix.of fun p q => if p.1 = q.2 ∧ p.2 = q.1 then 1 else 0

/-- The 2×2 matrix N with rows (n_z, n_x - i n_y) and (n_x + i n_y, -n_z). -/
def pauliAlong (n : Fin 3 → ℝ) : Op1 :=
  !![(n 2 : ℂ), (n 0 : ℂ) - I * (n 1 : ℂ); (n 0 : ℂ) + I * (n 1 : ℂ), -(n 2 : ℂ)]

/-- The operator Q = (S·n)². -/
def projQ (n : Fin 3 → ℝ) : Op := along spin n ^ 2

/-- The operator P₀ = S²/2 - (S·n)². -/
def projZero (n : Fin 3 → ℝ) : Op := (1 / 2 : ℂ) • vdot spin spin - along spin n ^ 2

/-- σ₁·n = N ⊗ 1 and σ₂·n = 1 ⊗ N. -/
theorem along_sigma (n : Fin 3 → ℝ) :
    along sigma1 n = pauliAlong n ⊗ₖ (1 : Op1) ∧
      along sigma2 n = (1 : Op1) ⊗ₖ pauliAlong n := by
  constructor <;> simp only [along, Fin.sum_univ_three] <;> ext ⟨i, j⟩ ⟨k, l⟩ <;>
    fin_cases i <;> fin_cases j <;> fin_cases k <;> fin_cases l <;>
    simp [sigma1, sigma2, pauli, pauliAlong, Complex.real_smul] <;> ring

/-- The squared length in circular components: n·n = (n_x + i n_y)(n_x - i n_y) + n_z². -/
theorem lenSq_factor (n : Fin 3 → ℝ) :
    ((n ⬝ᵥ n : ℝ) : ℂ) =
      ((n 0 : ℂ) + I * (n 1 : ℂ)) * ((n 0 : ℂ) - I * (n 1 : ℂ)) + (n 2 : ℂ) ^ 2 := by
  simp only [dotProduct, Fin.sum_univ_three]
  push_cast
  linear_combination (n 1 : ℂ) ^ 2 * Complex.I_sq

/-- N² = (n·n) 1. -/
theorem pauliAlong_sq (n : Fin 3 → ℝ) :
    pauliAlong n * pauliAlong n = ((n ⬝ᵥ n : ℝ) : ℂ) • (1 : Op1) := by
  have key : ∀ a b z : ℂ,
      !![z, b; a, -z] * !![z, b; a, -z] = (a * b + z ^ 2) • (1 : Op1) := by
    intro a b z
    ext i j
    fin_cases i <;> fin_cases j <;>
      simp [Matrix.mul_apply, Fin.sum_univ_two] <;> ring
  rw [lenSq_factor]
  unfold pauliAlong
  exact key _ _ _

/-- Dirac exchange identity σ₁·σ₂ = 2P - 1, together with P² = 1. -/
theorem exchange_eq_swap :
    vdot sigma1 sigma2 = (2 : ℂ) • spinSwap - 1 ∧ spinSwap * spinSwap = 1 := by
  constructor
  · simp only [vdot, sigma1, sigma2, ← Matrix.mul_kronecker_mul, Matrix.mul_one,
      Matrix.one_mul, Fin.sum_univ_three]
    ext ⟨i, j⟩ ⟨k, l⟩
    fin_cases i <;> fin_cases j <;> fin_cases k <;> fin_cases l <;>
      simp [pauli, spinSwap] <;> norm_num
  · ext ⟨i, j⟩ ⟨k, l⟩
    simp only [Matrix.mul_apply, Fintype.sum_prod_type, Fin.sum_univ_two]
    fin_cases i <;> fin_cases j <;> fin_cases k <;> fin_cases l <;>
      simp [spinSwap]

/-- For the axial coupling A and r = n·n: AP = PA = A + r - rP and A² = r². -/
theorem axial_mul_swap (n : Fin 3 → ℝ) :
    axial n * spinSwap =
        axial n + ((n ⬝ᵥ n : ℝ) : ℂ) • (1 : Op) - ((n ⬝ᵥ n : ℝ) : ℂ) • spinSwap ∧
      spinSwap * axial n =
        axial n + ((n ⬝ᵥ n : ℝ) : ℂ) • (1 : Op) - ((n ⬝ᵥ n : ℝ) : ℂ) • spinSwap ∧
      axial n * axial n = (((n ⬝ᵥ n : ℝ) : ℂ) ^ 2) • (1 : Op) := by
  have hA : axial n = pauliAlong n ⊗ₖ pauliAlong n := by
    rw [axial, (along_sigma n).1, (along_sigma n).2, ← Matrix.mul_kronecker_mul,
      Matrix.mul_one, Matrix.one_mul]
  -- entrywise identities for a general traceless 2×2 matrix
  have key : ∀ (a b z : ℂ) (M : Op1), M = !![z, b; a, -z] →
      (M ⊗ₖ M) * spinSwap =
          M ⊗ₖ M + (a * b + z ^ 2) • (1 : Op) - (a * b + z ^ 2) • spinSwap ∧
        spinSwap * (M ⊗ₖ M) =
          M ⊗ₖ M + (a * b + z ^ 2) • (1 : Op) - (a * b + z ^ 2) • spinSwap := by
    intro a b z M hM
    subst hM
    constructor <;> ext ⟨i, j⟩ ⟨k, l⟩ <;>
      simp only [Matrix.mul_apply, Fintype.sum_prod_type, Fin.sum_univ_two] <;>
      fin_cases i <;> fin_cases j <;> fin_cases k <;> fin_cases l <;>
      simp [spinSwap] <;> ring
  have h := key ((n 0 : ℂ) + I * (n 1 : ℂ)) ((n 0 : ℂ) - I * (n 1 : ℂ)) (n 2 : ℂ)
    (pauliAlong n) rfl
  rw [← lenSq_factor, ← hA] at h
  refine ⟨h.1, h.2, ?_⟩
  simp only [hA, ← Matrix.mul_kronecker_mul, pauliAlong_sq, Matrix.smul_kronecker,
    Matrix.kronecker_smul, Matrix.one_kronecker_one]
  module

/-- (S·n)² = (n·n + (σ₁·n)(σ₂·n))/2 and S² = (3 + σ₁·σ₂)/2. -/
theorem total_spin_squares (n : Fin 3 → ℝ) :
    along spin n ^ 2 = (1 / 2 : ℂ) • (((n ⬝ᵥ n : ℝ) : ℂ) • (1 : Op) + axial n) ∧
      vdot spin spin = (1 / 2 : ℂ) • ((3 : ℂ) • (1 : Op) + vdot sigma1 sigma2) := by
  -- the square of M ⊗ 1 + 1 ⊗ M when M² is a number
  have key : ∀ (M : Op1) (r : ℂ), M * M = r • (1 : Op1) →
      (M ⊗ₖ (1 : Op1) + (1 : Op1) ⊗ₖ M) * (M ⊗ₖ (1 : Op1) + (1 : Op1) ⊗ₖ M) =
        (2 * r) • (1 : Op) + (2 : ℂ) • ((M ⊗ₖ (1 : Op1)) * ((1 : Op1) ⊗ₖ M)) := by
    intro M r h
    simp only [Matrix.mul_add, Matrix.add_mul, ← Matrix.mul_kronecker_mul, Matrix.mul_one,
      Matrix.one_mul, h, Matrix.smul_kronecker, Matrix.kronecker_smul,
      Matrix.one_kronecker_one]
    module
  constructor
  · have hl : along spin n = (1 / 2 : ℂ) • (along sigma1 n + along sigma2 n) := by
      simp only [along, spin, Fin.sum_univ_three]
      module
    have h2 : (along sigma1 n + along sigma2 n) * (along sigma1 n + along sigma2 n) =
        (2 * ((n ⬝ᵥ n : ℝ) : ℂ)) • (1 : Op) +
          (2 : ℂ) • (along sigma1 n * along sigma2 n) := by
      rw [(along_sigma n).1, (along_sigma n).2]
      exact key _ _ (pauliAlong_sq n)
    rw [pow_two, hl]
    simp only [Matrix.smul_mul, Matrix.mul_smul, h2, axial]
    module
  · have hp : ∀ k, pauli k * pauli k = (1 : ℂ) • (1 : Op1) := by
      intro k
      ext i j
      fin_cases k <;> fin_cases i <;> fin_cases j <;>
        simp [pauli, Matrix.mul_apply, Fin.sum_univ_two]
    have hk : ∀ k, (sigma1 k + sigma2 k) * (sigma1 k + sigma2 k) =
        (2 * 1 : ℂ) • (1 : Op) + (2 : ℂ) • (sigma1 k * sigma2 k) :=
      fun k => key _ _ (hp k)
    simp only [vdot, spin, Matrix.smul_mul, Matrix.mul_smul, hk, Fin.sum_univ_three]
    module

/-- For any real vector n, T multiplies the singlet by 3 (1 - n·n). -/
theorem dipolar_mulVec_singlet (n : Fin 3 → ℝ) :
    dipolar n *ᵥ singlet = (3 * (1 - ((n ⬝ᵥ n : ℝ) : ℂ))) • singlet := by
  -- the singlet is odd under exchange
  have hP : spinSwap *ᵥ singlet = -singlet := by
    ext ⟨i, j⟩
    simp only [Matrix.mulVec, dotProduct, Fintype.sum_prod_type, Fin.sum_univ_two]
    fin_cases i <;> fin_cases j <;> simp [spinSwap, singlet]
  have h := congrArg (fun M : Op => M *ᵥ singlet) (axial_mul_swap n).1
  simp only [← Matrix.mulVec_mulVec, Matrix.sub_mulVec, Matrix.add_mulVec,
    Matrix.smul_mulVec, Matrix.one_mulVec, hP, Matrix.mulVec_neg] at h
  have hA : axial n *ᵥ singlet = (-((n ⬝ᵥ n : ℝ) : ℂ)) • singlet := by
    linear_combination (norm := module) (-1 / 2 : ℂ) • h
  rw [dipolar, exchange_eq_swap.1]
  simp only [Matrix.sub_mulVec, Matrix.smul_mulVec, Matrix.one_mulVec, hA, hP]
  module

/-- T annihilates the singlet exactly when n is a unit vector. -/
theorem dipolar_kills_singlet_iff (n : Fin 3 → ℝ) :
    dipolar n *ᵥ singlet = 0 ↔ n ⬝ᵥ n = 1 := by
  rw [dipolar_mulVec_singlet]
  constructor
  · intro h
    have h1 : (3 * (1 - ((n ⬝ᵥ n : ℝ) : ℂ))) * singlet (0, 1) = 0 := congrFun h (0, 1)
    have h2 : singlet (0, 1) = 1 := by simp [singlet]
    rw [h2] at h1
    have h3 : ((n ⬝ᵥ n : ℝ) : ℂ) = 1 := by linear_combination (-1 / 3 : ℂ) * h1
    exact_mod_cast h3
  · intro h
    rw [h]
    simp

/-- For a unit vector n, with A = (σ₁·n)(σ₂·n) and B = σ₁·σ₂:
A² = 1, AB = BA = A + 1 - B and B² = 3 - 2B. -/
theorem unit_relations (n : Fin 3 → ℝ) (hn : n ⬝ᵥ n = 1) :
    axial n * axial n = 1 ∧
      axial n * vdot sigma1 sigma2 = axial n + 1 - vdot sigma1 sigma2 ∧
      vdot sigma1 sigma2 * axial n = axial n + 1 - vdot sigma1 sigma2 ∧
      vdot sigma1 sigma2 * vdot sigma1 sigma2 =
        (3 : ℂ) • (1 : Op) - (2 : ℂ) • vdot sigma1 sigma2 := by
  have hr : ((n ⬝ᵥ n : ℝ) : ℂ) = 1 := by rw [hn]; simp
  obtain ⟨hB, hP⟩ := exchange_eq_swap
  obtain ⟨h1, h2, h3⟩ := axial_mul_swap n
  rw [hr] at h1 h2 h3
  rw [hB]
  refine ⟨by rw [h3]; simp, ?_, ?_, ?_⟩ <;>
    simp only [Matrix.mul_sub, Matrix.sub_mul, Matrix.smul_mul, Matrix.mul_smul,
      Matrix.mul_one, Matrix.one_mul, h1, h2, hP] <;> module

/-- For a real unit vector n, the dipolar tensor operator equals 6 (S·n)² - 2 S²,
annihilates the singlet and satisfies T² = 6 + 2 σ₁·σ₂ - 2T. -/
theorem dipolar_tensor (n : Fin 3 → ℝ) (hn : n ⬝ᵥ n = 1) :
    dipolar n = (6 : ℂ) • along spin n ^ 2 - (2 : ℂ) • vdot spin spin ∧
      dipolar n *ᵥ singlet = 0 ∧
      dipolar n ^ 2 =
        (6 : ℂ) • (1 : Op) + (2 : ℂ) • vdot sigma1 sigma2 - (2 : ℂ) • dipolar n := by
  have hr : ((n ⬝ᵥ n : ℝ) : ℂ) = 1 := by rw [hn]; simp
  obtain ⟨hs1, hs2⟩ := total_spin_squares n
  obtain ⟨hAA, hAB, hBA, hBB⟩ := unit_relations n hn
  refine ⟨?_, (dipolar_kills_singlet_iff n).2 hn, ?_⟩
  · rw [hs1, hs2, hr]
    unfold dipolar
    module
  · -- T² = 9A² - 3AB - 3BA + B²
    simp only [pow_two, dipolar, Matrix.mul_sub, Matrix.sub_mul, Matrix.smul_mul,
      Matrix.mul_smul, hAA, hAB, hBA, hBB]
    module

/-- For a unit vector n, T (σ₁·σ₂) = (σ₁·σ₂) T = T and T (T - 2)(T + 4) = 0. -/
theorem dipolar_cubic (n : Fin 3 → ℝ) (hn : n ⬝ᵥ n = 1) :
    dipolar n * vdot sigma1 sigma2 = dipolar n ∧
      vdot sigma1 sigma2 * dipolar n = dipolar n ∧
      dipolar n * (dipolar n - (2 : ℂ) • (1 : Op)) * (dipolar n + (4 : ℂ) • (1 : Op)) = 0 := by
  obtain ⟨_, hAB, hBA, hBB⟩ := unit_relations n hn
  have hTB : dipolar n * vdot sigma1 sigma2 = dipolar n := by
    simp only [dipolar, Matrix.sub_mul, Matrix.smul_mul, hAB, hBB]
    module
  have hBT : vdot sigma1 sigma2 * dipolar n = dipolar n := by
    simp only [dipolar, Matrix.mul_sub, Matrix.mul_smul, hBA, hBB]
    module
  have hT2 : dipolar n * dipolar n =
      (6 : ℂ) • (1 : Op) + (2 : ℂ) • vdot sigma1 sigma2 - (2 : ℂ) • dipolar n := by
    rw [← pow_two]
    exact (dipolar_tensor n hn).2.2
  refine ⟨hTB, hBT, ?_⟩
  simp only [Matrix.mul_sub, Matrix.sub_mul, Matrix.mul_add, Matrix.add_mul, Matrix.smul_mul,
    Matrix.mul_smul, Matrix.mul_one, Matrix.one_mul, hT2, hBT]
  module

/-- For a unit vector n, T = 2Q - 4P₀, where Q and P₀ are idempotent, Q P₀ = 0,
tr Q = 2 and tr P₀ = 1. -/
theorem dipolar_decomposition (n : Fin 3 → ℝ) (hn : n ⬝ᵥ n = 1) :
    dipolar n = (2 : ℂ) • projQ n - (4 : ℂ) • projZero n ∧
      projQ n * projQ n = projQ n ∧ projZero n * projZero n = projZero n ∧
      projQ n * projZero n = 0 ∧ trace (projQ n) = 2 ∧ trace (projZero n) = 1 := by
  have hr : ((n ⬝ᵥ n : ℝ) : ℂ) = 1 := by rw [hn]; simp
  obtain ⟨hs1, hs2⟩ := total_spin_squares n
  obtain ⟨hAA, hAB, hBA, hBB⟩ := unit_relations n hn
  -- both operators in terms of 1, A and B
  have hQ : projQ n = (1 / 2 : ℂ) • ((1 : Op) + axial n) := by
    unfold projQ
    rw [hs1, hr]
    module
  have hZ : projZero n =
      (1 / 4 : ℂ) • ((1 : Op) + vdot sigma1 sigma2 - (2 : ℂ) • axial n) := by
    unfold projZero
    rw [hs1, hs2, hr]
    module
  have tr1 : trace (1 : Op) = 4 := by simp
  have trA : trace (axial n) = 0 := by
    rw [axial, (along_sigma n).1, (along_sigma n).2, ← Matrix.mul_kronecker_mul,
      Matrix.mul_one, Matrix.one_mul, Matrix.trace_kronecker]
    simp [pauliAlong, Matrix.trace_fin_two]
  have trP : trace spinSwap = 2 := by
    simp only [Matrix.trace, Fintype.sum_prod_type, Fin.sum_univ_two]
    simp [spinSwap, Matrix.diag] <;> norm_num
  have trB : trace (vdot sigma1 sigma2) = 0 := by
    rw [exchange_eq_swap.1]
    simp only [Matrix.trace_sub, Matrix.trace_smul, tr1, trP, smul_eq_mul]
    norm_num
  rw [hQ, hZ]
  refine ⟨?_, ?_, ?_, ?_, ?_, ?_⟩
  · unfold dipolar
    module
  · simp only [Matrix.mul_add, Matrix.add_mul, Matrix.smul_mul, Matrix.mul_smul,
      Matrix.mul_one, Matrix.one_mul, hAA]
    module
  · simp only [Matrix.mul_sub, Matrix.sub_mul, Matrix.mul_add, Matrix.add_mul,
      Matrix.smul_mul, Matrix.mul_smul, Matrix.mul_one, Matrix.one_mul, hAA, hAB, hBA, hBB]
    module
  · simp only [Matrix.mul_sub, Matrix.mul_add, Matrix.add_mul,
      Matrix.smul_mul, Matrix.mul_smul, Matrix.mul_one, Matrix.one_mul, hAA, hAB]
    module
  · simp only [Matrix.trace_smul, Matrix.trace_add, tr1, trA, smul_eq_mul]
    norm_num
  · simp only [Matrix.trace_smul, Matrix.trace_add, Matrix.trace_sub, tr1, trA, trB,
      smul_eq_mul]
    norm_num

end

end DipolarTensor
```

```lean
#print axioms DipolarTensor.dipolar_tensor
-- 'DipolarTensor.dipolar_tensor' depends on axioms: [propext, Classical.choice, Quot.sound]
#print axioms DipolarTensor.dipolar_cubic
-- 'DipolarTensor.dipolar_cubic' depends on axioms: [propext, Classical.choice, Quot.sound]
#print axioms DipolarTensor.dipolar_decomposition
-- 'DipolarTensor.dipolar_decomposition' depends on axioms: [propext, Classical.choice, Quot.sound]
```

## Notes on the proof

Two techniques do the work. Identities between explicit matrices are checked entry by entry: `ext` and `fin_cases` split a two-spin equation into its sixteen entries, which `simp` followed by `ring` or `norm_num` closes. Once products are known, `simp only` distributes and substitutes them, and `module` compares the coefficients of the remaining matrices, treating $1$, $A$, $B$ or $P$ as independent symbols.

Step 1 is `along_sigma`, `lenSq_factor` and `pauliAlong_sq`. The relation $i^2=-1$ enters `lenSq_factor` through `Complex.I_sq`. The local `key` in `pauliAlong_sq` treats $a,b,z$ as free complex numbers, so the entries are polynomial identities without $i$. Step 2 is `exchange_eq_swap`, where the entrywise check replaces the action on four basis vectors.

Step 3 runs in the opposite order to the derivation above. The theorem `axial_mul_swap` proves both $AP$ and $PA$ entrywise for a general traceless matrix `!![z, b; a, -z]`, and gets $A^2=r^2$ from `Matrix.mul_kronecker_mul` and `pauliAlong_sq`. The action on the singlet is then deduced inside `dipolar_mulVec_singlet`: applying $AP=A+r-rP$ to $s$ and using `hP`, which is $Ps=-s$, gives $-As=As+2rs$, and `linear_combination` with coefficient $-1/2$ turns this into `hA`, that is $As=-rs$. Step 5 follows after rewriting $B$ as $2P-1$. In `dipolar_kills_singlet_iff`, `congrFun h (0, 1)` reads off the $\uparrow\downarrow$ component, and `exact_mod_cast` brings $r=1$ back from the complex to the real numbers.

In `total_spin_squares` the local `key` is the squaring formula of step 4, used once for $N$ and once for each $\sigma_k$ through `hp` and `hk`. The theorem `unit_relations` sets $r=1$, replaces $B$ by $2P-1$ and obtains the four products of step 6. After that no matrix entry is needed for `dipolar_tensor`: its first part substitutes `hs1` and `hs2`, its second is the reverse direction of the equivalence, and its third expands $(3A-B)^2$.

In `dipolar_cubic` the product is bracketed as $\bigl(T(T-2)\bigr)(T+4)$, so $T^2$ is replaced on the left and the last step uses `hBT` where step 7 used $TB=T$. In `dipolar_decomposition`, `hQ` and `hZ` are the expressions for $Q$ and $P_0$ in terms of $1,A,B$. The trace of $A$ comes from `Matrix.trace_kronecker`, and that of $B$ from `trP`, which counts the two basis vectors that the swap leaves fixed.
